# Basis motion within the span leaves a level of a fixed Hamiltonian stationary

Scale a single basis function by $e^t$ and its Hamiltonian matrix element, if not zero, scales as $e^{2t}$. Anyone who reads the derivative of that element as a force finds one on a level that has not moved, because the overlap grows by the same factor and the ratio is constant.

The same cancellation holds for any finite basis whose motion stays within its own span. Let $H(t)$ and $S(t)$ be the Hamiltonian and overlap matrices, $c(t)$ the coefficients of one state and $x(t)$ its real level; the real parameter $t$ moves the basis while the Hamiltonian operator stays fixed. A dagger is the conjugate transpose, a prime is $d/dt$, and $D$ is a square matrix that mixes the basis functions.

## Differentiable coefficients

Hypothesis `hc` says that the coefficients are differentiable at $t_0$, the point where the slope of the level is taken. By hand, it permits

$$(c^\dagger Hc)'=c'^\dagger Hc+c^\dagger H'c+c^\dagger Hc',$$

and likewise for $S$. Without it, for instance with a phase chosen afresh at each $t$, this product rule is unavailable. The two lemmas below supply the rule entry by entry. Since `⬝ᵥ` does not conjugate, `star` appears explicitly later.

In Lean 4 with Mathlib:

```lean
import Mathlib

open Matrix

namespace PulaySpan

variable {m n : Type*} [Fintype m] [Fintype n]

/-- Product rule for the dot product of two moving vectors. -/
theorem hasDerivAt_dot {u v : ℝ → n → ℂ} {u' v' : n → ℂ} {t₀ : ℝ}
    (hu : ∀ i, HasDerivAt (fun t => u t i) (u' i) t₀)
    (hv : ∀ i, HasDerivAt (fun t => v t i) (v' i) t₀) :
    HasDerivAt (fun t => u t ⬝ᵥ v t) (u' ⬝ᵥ v t₀ + u t₀ ⬝ᵥ v') t₀ := by
  simp only [dotProduct, ← Finset.sum_add_distrib]
  exact HasDerivAt.fun_sum fun i _ => (hu i).fun_mul (hv i)

omit [Fintype m] in
/-- Product rule for a moving matrix acting on a moving vector. -/
theorem hasDerivAt_mulVec {M : ℝ → Matrix m n ℂ} {M' : Matrix m n ℂ}
    {v : ℝ → n → ℂ} {v' : n → ℂ} {t₀ : ℝ}
    (hM : ∀ i j, HasDerivAt (fun t => M t i j) (M' i j) t₀)
    (hv : ∀ i, HasDerivAt (fun t => v t i) (v' i) t₀) (i : m) :
    HasDerivAt (fun t => (M t *ᵥ v t) i) ((M' *ᵥ v t₀ + M t₀ *ᵥ v') i) t₀ :=
  hasDerivAt_dot (u := fun t j => M t i j) (u' := fun j => M' i j) (fun j => hM i j) hv
```

## Secular equation, normalisation, Hermiticity and in-span change

**The secular equation and normalisation**, `hE` and `hN`, say that $Hc=xSc$ and $c^\dagger Sc=1$ at every $t$. Together they give $x=c^\dagger Hc$ (`hx`), so $x$ inherits differentiability. Normalisation also gives

$$0=c'^\dagger Sc+c^\dagger S'c+c^\dagger Sc',$$

which is `h0`. If `hE` held only at $t_0$, $x$ would be arbitrary elsewhere; without `hN`, $c=0$ would allow any $x$.

**Hermiticity**, `hHh` and `hSh`, is needed only at $t_0$. With $x$ real, it turns the secular equation into $c^\dagger H=x\,c^\dagger S$, which `key` and `left` prove. Without it, this derivation stops here.

**In-span change**, `hH` and `hS`, says that $H'=D^\dagger H+HD$ and $S'=D^\dagger S+SD$ at $t_0$, with the same $D$. Substituting and using the secular equation from both sides,

$$\begin{aligned}
x'&=c'^\dagger Hc+c^\dagger D^\dagger Hc+c^\dagger HDc+c^\dagger Hc'\\
&=x\,(c'^\dagger Sc+c^\dagger D^\dagger Sc+c^\dagger SDc+c^\dagger Sc')\\
&=x\cdot 0=0.
\end{aligned}$$

The second equality is `hval`. The last line of the proof takes real parts, because the derivative was computed in $\mathbb C$ and $x$ is real.

```lean
/-- If the secular matrices are Hermitian at `t₀` and change there only through a basis change `D`
within the span, a level with normalised coefficients differentiable at `t₀` is stationary there. -/
theorem level_stationary {H S : ℝ → Matrix n n ℂ} {D : Matrix n n ℂ}
    {c : ℝ → n → ℂ} {c' : n → ℂ} {x : ℝ → ℝ} {t₀ : ℝ}
    (hHh : (H t₀).IsHermitian) (hSh : (S t₀).IsHermitian)
    (hH : ∀ i j, HasDerivAt (fun t => H t i j) ((Dᴴ * H t₀ + H t₀ * D) i j) t₀)
    (hS : ∀ i j, HasDerivAt (fun t => S t i j) ((Dᴴ * S t₀ + S t₀ * D) i j) t₀)
    (hc : ∀ i, HasDerivAt (fun t => c t i) (c' i) t₀)
    (hE : ∀ t, H t *ᵥ c t = (x t : ℂ) • (S t *ᵥ c t))
    (hN : ∀ t, star (c t) ⬝ᵥ S t *ᵥ c t = 1) : HasDerivAt x 0 t₀ := by
  have key : ∀ A : Matrix n n ℂ, A.IsHermitian → ∀ u v : n → ℂ,
      star u ⬝ᵥ A *ᵥ v = star (A *ᵥ u) ⬝ᵥ v := by
    intro A hA u v
    rw [Matrix.star_mulVec, hA.eq, Matrix.dotProduct_mulVec]
  -- the secular equation read from the left
  have left : ∀ v, star (c t₀) ⬝ᵥ H t₀ *ᵥ v = (x t₀ : ℂ) * (star (c t₀) ⬝ᵥ S t₀ *ᵥ v) := by
    intro v
    rw [key _ hHh, key _ hSh, hE t₀, star_smul, smul_dotProduct]
    simp
  have dH : HasDerivAt (fun t => star (c t) ⬝ᵥ H t *ᵥ c t) (star c' ⬝ᵥ H t₀ *ᵥ c t₀ +
      star (c t₀) ⬝ᵥ ((Dᴴ * H t₀ + H t₀ * D) *ᵥ c t₀ + H t₀ *ᵥ c')) t₀ :=
    hasDerivAt_dot (fun i => (hc i).star) (hasDerivAt_mulVec hH hc)
  have dS : HasDerivAt (fun t => star (c t) ⬝ᵥ S t *ᵥ c t) (star c' ⬝ᵥ S t₀ *ᵥ c t₀ +
      star (c t₀) ⬝ᵥ ((Dᴴ * S t₀ + S t₀ * D) *ᵥ c t₀ + S t₀ *ᵥ c')) t₀ :=
    hasDerivAt_dot (fun i => (hc i).star) (hasDerivAt_mulVec hS hc)
  rw [funext hN] at dS
  have h0 := dS.unique (hasDerivAt_const t₀ (1 : ℂ))
  -- the energy derivative is the level times the norm derivative
  have hval : star c' ⬝ᵥ H t₀ *ᵥ c t₀ +
      star (c t₀) ⬝ᵥ ((Dᴴ * H t₀ + H t₀ * D) *ᵥ c t₀ + H t₀ *ᵥ c') =
      (x t₀ : ℂ) * (star c' ⬝ᵥ S t₀ *ᵥ c t₀ +
      star (c t₀) ⬝ᵥ ((Dᴴ * S t₀ + S t₀ * D) *ᵥ c t₀ + S t₀ *ᵥ c')) := by
    simp only [Matrix.add_mulVec, ← Matrix.mulVec_mulVec, dotProduct_add, left, hE t₀,
      Matrix.mulVec_smul, dotProduct_smul, smul_eq_mul]
    ring
  have hx : (fun t => star (c t) ⬝ᵥ H t *ᵥ c t) = fun t => (x t : ℂ) := by
    funext t
    rw [hE, dotProduct_smul, hN, smul_eq_mul, mul_one]
  rw [hval, h0, mul_zero, hx] at dH
  exact Complex.reCLM.hasFDerivAt.comp_hasDerivAt t₀ dH
```

## A fixed operator and a basis that stays in its span

The condition on $H'$ and $S'$ comes from a basis. The columns of $\Phi$ are basis functions written in a fixed, finite orthonormal reference basis, and a fixed operator $A$ has the matrix $P=\Phi^\dagger A\Phi$. If $\Phi'=\Phi D$ (hypothesis `hΦ`), then

$$P'=(\Phi D)^\dagger A\Phi+\Phi^\dagger A\Phi D=D^\dagger P+PD.$$

Taking $A=h$, the Hamiltonian, gives $H$; taking $A=1$ gives $S$. If $h$ itself depended on $t$, the extra term $\Phi^\dagger h'\Phi$ would appear, and the theorems do not treat it.

```lean
/-- Matrix of the operator `A` between the basis functions, the columns of `Φ`;
`A = 1` gives the overlap matrix. -/
def projected (A : Matrix m m ℂ) (Φ : Matrix m n ℂ) : Matrix n n ℂ := Φᴴ * A * Φ

omit [Fintype n] in
/-- A Hermitian operator has a Hermitian matrix in any basis. -/
theorem projected_isHermitian {A : Matrix m m ℂ} (hA : A.IsHermitian) (Φ : Matrix m n ℂ) :
    (projected A Φ).IsHermitian := by
  simp only [Matrix.IsHermitian, projected, Matrix.conjTranspose_mul,
    Matrix.conjTranspose_conjTranspose, hA.eq, Matrix.mul_assoc]

/-- When the basis derivative is `Φ D`, the matrix `P` of a fixed operator has
derivative `Dᴴ P + P D`. -/
theorem projected_deriv (A : Matrix m m ℂ) {Φ : ℝ → Matrix m n ℂ} {D : Matrix n n ℂ} {t₀ : ℝ}
    (hΦ : ∀ i j, HasDerivAt (fun t => Φ t i j) ((Φ t₀ * D) i j) t₀) (i j : n) :
    HasDerivAt (fun t => projected A (Φ t) i j)
      ((Dᴴ * projected A (Φ t₀) + projected A (Φ t₀) * D) i j) t₀ := by
  -- each entry is a sesquilinear form in two moving basis functions
  have key := hasDerivAt_dot (u := fun t k => star (Φ t k i))
    (u' := fun k => star ((Φ t₀ * D) k i)) (v := fun t => A *ᵥ fun l => Φ t l j)
    (fun k => (hΦ k i).star)
    (hasDerivAt_mulVec (M := fun _ => A) (M' := 0) (v := fun t l => Φ t l j)
      (v' := fun l => (Φ t₀ * D) l j) (fun _ _ => hasDerivAt_const _ _) (fun l => hΦ l j))
  have e : Dᴴ * projected A (Φ t₀) + projected A (Φ t₀) * D =
      (Φ t₀ * D)ᴴ * (A * Φ t₀) + (Φ t₀)ᴴ * (A * (Φ t₀ * D)) := by
    simp only [projected, Matrix.conjTranspose_mul, Matrix.mul_assoc]
  rw [e]
  simp only [projected, Matrix.mul_assoc]
  simp only [Matrix.zero_mulVec, zero_add] at key
  exact key
```

When `hΦ` and `hc` hold at all times, along with the secular equation and normalisation, the derivative of $x$ vanishes everywhere, so the level is constant.

```lean
/-- If the basis derivative stays in the span at all times, a level of a fixed Hermitian Hamiltonian
followed with differentiable normalised coefficients is constant. -/
theorem level_constant [DecidableEq m] {h : Matrix m m ℂ} (hh : h.IsHermitian)
    {Φ : ℝ → Matrix m n ℂ} {D : ℝ → Matrix n n ℂ} {c c' : ℝ → n → ℂ} {x : ℝ → ℝ}
    (hΦ : ∀ t i j, HasDerivAt (fun s => Φ s i j) ((Φ t * D t) i j) t)
    (hc : ∀ t i, HasDerivAt (fun s => c s i) (c' t i) t)
    (hE : ∀ t, projected h (Φ t) *ᵥ c t = (x t : ℂ) • (projected 1 (Φ t) *ᵥ c t))
    (hN : ∀ t, star (c t) ⬝ᵥ projected 1 (Φ t) *ᵥ c t = 1) (s t : ℝ) : x s = x t := by
  have d : ∀ r, HasDerivAt x 0 r := fun r =>
    level_stationary (projected_isHermitian hh _) (projected_isHermitian Matrix.isHermitian_one _)
      (projected_deriv h (hΦ r)) (projected_deriv 1 (hΦ r)) (hc r) hE hN
  exact is_const_of_deriv_eq_zero (fun r => (d r).differentiableAt) (fun r => (d r).deriv) s t
```

A Pulay force is the part of a force that comes from the motion of the basis functions. By the theorem, in-span motion contributes none to a single level, in a finite-dimensional model with a fixed Hamiltonian. The theorems give no general formula for the force when the basis leaves its span.

## A sheared basis at $t=1$

Take a Hamiltonian with levels $1$ and $-1$ and start from its two orthonormal eigenvectors, in that order. The second function then acquires an admixture $t$ of the first. At $t=1$,

$$H=\begin{pmatrix}1&1\\1&0\end{pmatrix},\quad S=\begin{pmatrix}1&1\\1&2\end{pmatrix},\quad c=\begin{pmatrix}-1\\1\end{pmatrix}.$$

Then $Hc=(0,-1)^T$ and $Sc=(0,1)^T$, so $x=-1$ and $c^\dagger Sc=1$. Both matrices are changing, with $H'=S'=\begin{pmatrix}0&1\\1&2\end{pmatrix}$, yet the level stays at $-1$. The theorem checks the hypotheses for every $t$.

```lean
/-- Hamiltonian with the two levels `1` and `-1`. -/
def twoLevel : Matrix (Fin 2) (Fin 2) ℂ := !![1, 0; 0, -1]

/-- A basis whose second function acquires an admixture `t` of the first. -/
def shear (t : ℝ) : Matrix (Fin 2) (Fin 2) ℂ := !![1, (t : ℂ); 0, 1]

/-- The matrix that feeds the first basis function into the second. -/
def mix : Matrix (Fin 2) (Fin 2) ℂ := !![0, 1; 0, 0]

/-- Expansion coefficients `-t` and `1`. -/
def coeff (t : ℝ) : Fin 2 → ℂ := ![-(t : ℂ), 1]

/-- `twoLevel` is Hermitian, the matrix `P` of any fixed operator in the sheared basis has
derivative `mixᴴ P + P mix`, and `coeff` is a differentiable normalised solution of the secular
equation of `twoLevel` in that basis at level `-1`. -/
theorem level_stationary_witness (t : ℝ) : twoLevel.IsHermitian ∧
    (∀ A i j, HasDerivAt (fun s => projected A (shear s) i j)
      ((mixᴴ * projected A (shear t) + projected A (shear t) * mix) i j) t) ∧
    (∀ i, HasDerivAt (fun s => coeff s i) ((![-1, 0] : Fin 2 → ℂ) i) t) ∧
    projected twoLevel (shear t) *ᵥ coeff t =
      ((-1 : ℝ) : ℂ) • (projected 1 (shear t) *ᵥ coeff t) ∧
    star (coeff t) ⬝ᵥ projected 1 (shear t) *ᵥ coeff t = 1 := by
  have d : HasDerivAt (fun s : ℝ => (s : ℂ)) 1 t := by
    simpa using (hasDerivAt_id t).ofReal_comp
  refine ⟨?_, fun A => projected_deriv A ?_, ?_, ?_, ?_⟩
  · ext i j
    fin_cases i <;> fin_cases j <;> simp [twoLevel]
  · have e : shear t * mix = mix := by
      ext i j
      fin_cases i <;> fin_cases j <;> simp [shear, mix, Matrix.mul_apply, Fin.sum_univ_two]
    rw [e]
    intro i j
    fin_cases i <;> fin_cases j
    · exact hasDerivAt_const t (1 : ℂ)
    · exact d
    · exact hasDerivAt_const t (0 : ℂ)
    · exact hasDerivAt_const t (1 : ℂ)
  · intro i
    fin_cases i
    · exact d.fun_neg
    · exact hasDerivAt_const t (1 : ℂ)
  · ext i
    fin_cases i <;> simp [projected, twoLevel, shear, coeff, Matrix.mul_apply, Matrix.mulVec,
      dotProduct, Fin.sum_univ_two]
  · simp [projected, shear, coeff, Matrix.mul_apply, Matrix.mulVec, dotProduct, Fin.sum_univ_two]
```

## A function that leaves its span

Without the span condition the level can move. For the same Hamiltonian, the single function $(\cos t,\sin t)$, written in the two eigenvectors, has $S=1$, $c=1$ and $x=\cos^2t-\sin^2t$, with slope $-4\sin t\cos t$. At $t=\pi/4$ the level is $0$ and its slope is $-2$. The derivative of the function is a unit vector orthogonal to the function itself, so it cannot have the form $\Phi D$.

```lean
/-- A single basis function with components `a` and `b`. -/
def single (a b : ℝ) : Matrix (Fin 2) (Fin 1) ℂ := !![(a : ℂ); (b : ℂ)]

/-- One normalised function rotating in the two-level system solves its secular equation with a
level whose derivative is `-4 sin t cos t`. -/
theorem rotating_level (t : ℝ) :
    projected twoLevel (single (Real.cos t) (Real.sin t)) *ᵥ (fun _ => 1) =
      ((Real.cos t * Real.cos t - Real.sin t * Real.sin t : ℝ) : ℂ) •
        (projected 1 (single (Real.cos t) (Real.sin t)) *ᵥ (fun _ => 1)) ∧
    star (fun _ : Fin 1 => (1 : ℂ)) ⬝ᵥ
      projected 1 (single (Real.cos t) (Real.sin t)) *ᵥ (fun _ => 1) = 1 ∧
    HasDerivAt (fun s => Real.cos s * Real.cos s - Real.sin s * Real.sin s)
      (-4 * Real.sin t * Real.cos t) t := by
  have hcos := Real.hasDerivAt_cos t
  have hsin := Real.hasDerivAt_sin t
  rw [← and_assoc]
  refine ⟨?_, ((hcos.fun_mul hcos).fun_sub (hsin.fun_mul hsin)).congr_deriv (by ring)⟩
  clear hcos hsin
  have h := Real.cos_sq_add_sin_sq t
  generalize Real.cos t = a at h ⊢
  generalize Real.sin t = b at h ⊢
  have hC : (a : ℂ) ^ 2 + (b : ℂ) ^ 2 = 1 := by exact_mod_cast h
  constructor
  · ext i
    fin_cases i
    simp [projected, twoLevel, single, Matrix.mul_apply, Matrix.mulVec, dotProduct,
      Fin.sum_univ_two]
    linear_combination (-((a : ℂ) ^ 2 - (b : ℂ) ^ 2)) * hC
  · simp [projected, single, Matrix.mul_apply, Matrix.mulVec, dotProduct, Fin.sum_univ_two]
    linear_combination hC

end PulaySpan
```

```lean
#print axioms PulaySpan.level_stationary
#print axioms PulaySpan.level_constant
#print axioms PulaySpan.rotating_level
```

```
'PulaySpan.level_stationary' depends on axioms: [propext, Classical.choice, Quot.sound]
'PulaySpan.level_constant' depends on axioms: [propext, Classical.choice, Quot.sound]
'PulaySpan.rotating_level' depends on axioms: [propext, Classical.choice, Quot.sound]
```
